# Equilibrium energies of two-exponential bonds lie on one curve when only the bond order varies

When a bond-order potential is fitted to several structures of one element, the decay rate of the repulsion can be read off a plot. For each structure one takes the equilibrium bond length and the energy per bond, plots the logarithm of the binding energy per bond against the length, and fits a straight line; its slope is minus the decay rate. This works if the energy of each structure is a sum over equivalent bonds, each of which contributes

$$V_b(r) = A e^{-pr} - bB e^{-qr}, \qquad A, B, b > 0,\quad p > q > 0,$$

where $r$ is the bond length, $A$ and $B$ set the strengths of repulsion and attraction, and $p$ and $q$ are their decay rates. These four constants are shared by all structures. The bond order $b$ stands for the effect of the surroundings on the bond, with $b = 1$ for the dimer, and it must stay fixed while the bond is stretched. That is the case, for example, when a crystal with equivalent nearest-neighbour bonds is scaled uniformly and $b$ depends only on coordination and angles.

## The energy and what counts as equilibrium

```lean
import Mathlib

namespace PaulingBondCurve

variable {A B p q b : ℝ}
```

The first line loads the mathematical library Mathlib. The `variable` line declares five real numbers; their signs are stated in each theorem that needs them.

```lean
/-- Energy of a bond of length `r` and bond order `b`: exponential repulsion minus
exponential attraction weighted by the bond order. -/
noncomputable def bondEnergy (A B p q b r : ℝ) : ℝ :=
  A * Real.exp (-p * r) - b * B * Real.exp (-q * r)
```

This is $V_b(r)$. Lean's reals carry no units, and `r` may be any real number, including a negative one.

```lean
/-- The length `r` is an equilibrium length for bond order `b`: no other length has
lower bond energy. -/
def IsEquilibrium (A B p q b r : ℝ) : Prop :=
  ∀ s, bondEnergy A B p q b r ≤ bondEnergy A B p q b s
```

`IsEquilibrium A B p q b r` says that $V_b(r) \le V_b(s)$ for every real $s$. It means a global minimum, not merely a point of zero force.

```lean
/-- Closed formula for the bond length at bond order `b`, meant for `A, B, b > 0` and
`p > q > 0`. -/
noncomputable def bondLength (A B p q b : ℝ) : ℝ :=
  Real.log (p * A / (q * b * B)) / (p - q)
```

This is the candidate for the minimiser,

$$r_b = \frac{1}{p-q}\,\ln\frac{pA}{qbB}.$$

It is positive only if $qbB < pA$, a condition to check before reading it as a physical length.

## Balanced forces mark the only minimum

```lean
/-- Stretching a bond from `r` to `s` multiplies an exponential of decay rate `k` by
`exp (-k (s - r))`. -/
theorem exp_stretch (k r s : ℝ) :
    Real.exp (-k * s) = Real.exp (-k * r) * Real.exp (-k * (s - r)) := by
  rw [← Real.exp_add]
  congr 1
  ring
```

In ordinary notation, $e^{-ks} = e^{-kr}e^{-k(s-r)}$. This lets energies at two lengths be compared.

```lean
/-- At the length `bondLength` the repulsive and attractive forces balance. -/
theorem force_balance (hA : 0 < A) (hB : 0 < B) (hq : 0 < q) (hpq : q < p) (hb : 0 < b) :
    p * (A * Real.exp (-p * bondLength A B p q b)) =
      q * (b * B * Real.exp (-q * bondLength A B p q b)) := by
  have hp : 0 < p := hq.trans hpq
  have hd : p - q ≠ 0 := (sub_pos.2 hpq).ne'
  have hx : Real.exp ((p - q) * bondLength A B p q b) = p * A / (q * b * B) := by
    unfold bondLength
    rw [← mul_div_assoc, mul_div_cancel_left₀ _ hd, Real.exp_log (by positivity)]
  have hs : Real.exp (-q * bondLength A B p q b) =
      Real.exp ((p - q) * bondLength A B p q b) *
        Real.exp (-p * bondLength A B p q b) := by
    rw [← Real.exp_add]
    congr 1
    ring
  rw [hs, hx]
  field_simp
```

The theorem states that $pAe^{-pr_b} = qbBe^{-qr_b}$. By hand, the formula for $r_b$ gives $e^{(p-q)r_b} = pA/(qbB)$, and multiplying both sides by $qbB\,e^{-pr_b}$ gives the balance. In the proof, `hx` is the first of these equations, `hs` splits the exponential, and `field_simp` clears the fractions.

```lean
/-- A length at which the forces balance has strictly lower energy than every other
length. -/
theorem energy_lt_of_balance (hA : 0 < A) (hq : 0 < q) (hpq : q < p) {r s : ℝ}
    (h : p * (A * Real.exp (-p * r)) = q * (b * B * Real.exp (-q * r))) (hs : s ≠ r) :
    bondEnergy A B p q b r < bondEnergy A B p q b s := by
  have hp : 0 < p := hq.trans hpq
  have hqp : p * (q / p) = q := by field_simp
  have hx : -p * (s - r) ≠ 0 := mul_ne_zero (neg_ne_zero.2 hp.ne') (sub_ne_zero.2 hs)
  -- strict convexity of exp between the points -p (s - r) and 0
  have hc := strictConvexOn_exp.2 (Set.mem_univ (-p * (s - r))) (Set.mem_univ (0 : ℝ)) hx
    (div_pos hq hp) (sub_pos.2 ((div_lt_one hp).2 hpq)) (by ring : q / p + (1 - q / p) = 1)
  simp only [smul_eq_mul, mul_zero, add_zero, Real.exp_zero, mul_one] at hc
  have harg : q / p * (-p * (s - r)) = -q * (s - r) := by
    linear_combination (-(s - r)) * hqp
  rw [harg] at hc
  have hk : p * Real.exp (-q * (s - r)) < q * Real.exp (-p * (s - r)) + (p - q) := by
    refine lt_of_lt_of_eq (mul_lt_mul_of_pos_left hc hp) ?_
    linear_combination (Real.exp (-p * (s - r)) - 1) * hqp
  have hpos := mul_pos (mul_pos hA (Real.exp_pos (-p * r))) (sub_pos.2 hk)
  -- q times the energy difference is the positive quantity in hpos
  unfold bondEnergy
  rw [exp_stretch p r s, exp_stretch q r s]
  refine lt_of_mul_lt_mul_left ?_ hq.le
  refine sub_pos.1 (lt_of_lt_of_eq hpos ?_)
  linear_combination (1 - Real.exp (-q * (s - r))) * h
```

If the forces balance at $r$, every other length $s$ has strictly higher energy. Put $x = s - r \ne 0$. Since $-qx$ lies between $-px$ and $0$, with weights $q/p$ and $1 - q/p$, strict convexity of the exponential gives

$$e^{-qx} < \frac{q}{p}\,e^{-px} + 1 - \frac{q}{p}, \qquad\text{so}\qquad p\,e^{-qx} < q\,e^{-px} + (p - q).$$

These are `hc` and `hk`. Using the balance to replace $bBe^{-qr}$ by $(p/q)Ae^{-pr}$, we find

$$q\,[V_b(s) - V_b(r)] = Ae^{-pr}\left[q e^{-px} + (p-q) - p e^{-qx}\right] > 0.$$

The final `linear_combination` checks this identity by adding a multiple of the balance equation `h`.

```lean
/-- The equilibrium length at bond order `b` is `bondLength`, and no other. -/
theorem isEquilibrium_iff (hA : 0 < A) (hB : 0 < B) (hq : 0 < q) (hpq : q < p)
    (hb : 0 < b) (r : ℝ) :
    IsEquilibrium A B p q b r ↔ r = bondLength A B p q b := by
  have hbal := force_balance hA hB hq hpq hb
  constructor
  · intro h
    by_contra hr
    exact absurd (h _) (not_le_of_gt (energy_lt_of_balance hA hq hpq hbal hr))
  · intro hr s
    rw [hr]
    rcases eq_or_ne s (bondLength A B p q b) with hs | hs
    · exact le_of_eq (by rw [hs])
    · exact (energy_lt_of_balance hA hq hpq hbal hs).le
```

A length is an equilibrium exactly when it equals $r_b$. If some other $r$ were a minimiser, its energy could not exceed that at $r_b$, which contradicts the strict inequality just proved. Conversely, $r_b$ has energy no higher than any $s$: the case $s = r_b$ is an equality, and every other case is strict.

## From the dimer to every bond order

```lean
/-- The energy at equilibrium is a fixed negative multiple of the repulsion, in which the
bond order appears only through the bond length. -/
theorem equilibrium_energy (hA : 0 < A) (hB : 0 < B) (hq : 0 < q) (hpq : q < p)
    (hb : 0 < b) {r : ℝ} (hr : IsEquilibrium A B p q b r) :
    bondEnergy A B p q b r = -((p - q) / q) * (A * Real.exp (-p * r)) := by
  have h := force_balance hA hB hq hpq hb
  rw [← (isEquilibrium_iff hA hB hq hpq hb r).1 hr] at h
  have e : q * ((p - q) / q) = p - q := by field_simp
  unfold bondEnergy
  apply mul_left_cancel₀ hq.ne'
  linear_combination h + A * Real.exp (-p * r) * e
```

At equilibrium, force balance removes the bond order from the energy:

$$V_b(r_b) = Ae^{-pr_b} - \frac{p}{q}Ae^{-pr_b} = -\frac{p-q}{q}\,Ae^{-pr_b}.$$

The prefactor is the same for all structures, and $b$ enters only through the length.

```lean
/-- Every bond order `b > 0` has exactly one equilibrium length, and its equilibrium energy
is that of the dimer (`b = 1`) times `exp (-p (r_b - r_1))`. -/
theorem pauling_relation (hA : 0 < A) (hB : 0 < B) (hq : 0 < q) (hpq : q < p) :
    (∀ b, 0 < b → ∃! r, IsEquilibrium A B p q b r) ∧
    ∀ b rb r1, 0 < b → IsEquilibrium A B p q b rb → IsEquilibrium A B p q 1 r1 →
      bondEnergy A B p q b rb =
        bondEnergy A B p q 1 r1 * Real.exp (-p * (rb - r1)) := by
  constructor
  · intro b hb
    exact ⟨bondLength A B p q b, (isEquilibrium_iff hA hB hq hpq hb _).2 rfl,
      fun r h => (isEquilibrium_iff hA hB hq hpq hb r).1 h⟩
  · intro b rb r1 hb h h1
    rw [equilibrium_energy hA hB hq hpq hb h,
      equilibrium_energy hA hB hq hpq one_pos h1, exp_stretch p r1 rb]
    ring
```

The symbol `∃!` means "there is exactly one", so the first part says that each $b > 0$ has a unique equilibrium length. For the second part, write $E_b = V_b(r_b)$ and split the exponential at the dimer length $r_1$:

$$E_b = -\frac{p-q}{q}\,Ae^{-pr_1}\,e^{-p(r_b-r_1)} = E_1\,e^{-p(r_b-r_1)}.$$

The proof rewrites both energies with `equilibrium_energy`, applies `exp_stretch`, and leaves the algebra to `ring`. Since $E_1 < 0$, taking logarithms of $-E_b$ gives the straight line of the fit.

```lean
/-- The pairs (equilibrium length, equilibrium energy) of all positive bond orders together
fill exactly one exponential curve through the dimer point. -/
theorem pauling_curve (hA : 0 < A) (hB : 0 < B) (hq : 0 < q) (hpq : q < p) {r1 : ℝ}
    (h1 : IsEquilibrium A B p q 1 r1) :
    {x : ℝ × ℝ | ∃ b, 0 < b ∧ IsEquilibrium A B p q b x.1 ∧
        x.2 = bondEnergy A B p q b x.1} =
      {x : ℝ × ℝ | x.2 = bondEnergy A B p q 1 r1 * Real.exp (-p * (x.1 - r1))} := by
  have hp : 0 < p := hq.trans hpq
  ext ⟨r, E⟩
  simp only [Set.mem_ofPred_eq]
  constructor
  · rintro ⟨b, hb, h, hE⟩
    rw [hE]
    exact (pauling_relation hA hB hq hpq).2 b r r1 hb h h1
  · intro hE
    -- choose the bond order that balances the forces at the given length
    obtain ⟨b, hb, hbal⟩ : ∃ b : ℝ, 0 < b ∧
        p * (A * Real.exp (-p * r)) = q * (b * B * Real.exp (-q * r)) :=
      ⟨p * A * Real.exp (-p * r) / (q * B * Real.exp (-q * r)), by positivity,
        by field_simp⟩
    have h : IsEquilibrium A B p q b r := by
      intro s
      rcases eq_or_ne s r with hs | hs
      · exact le_of_eq (by rw [hs])
      · exact (energy_lt_of_balance hA hq hpq hbal hs).le
    refine ⟨b, hb, h, ?_⟩
    rw [hE]
    exact ((pauling_relation hA hB hq hpq).2 b r r1 hb h h1).symm
```

This is an equality of two sets of pairs (length, energy). One collects the equilibria of all bond orders $b > 0$; the other is the exponential curve through the dimer point. That equilibria lie on the curve is the previous theorem. For the converse, take any real $r$ and choose

$$b = \frac{pAe^{-pr}}{qBe^{-qr}} > 0.$$

The forces then balance at $r$, so $r$ is the equilibrium for this $b$, and its energy is the one on the curve. Whether an actual crystal has that bond order is a separate question.

```lean
/-- The bond length is logarithmic in the bond order: the equilibrium length differs from that of
the dimer by `-log b / (p - q)`. -/
theorem pauling_bond_length (hA : 0 < A) (hB : 0 < B) (hq : 0 < q) (hpq : q < p)
    (hb : 0 < b) {rb r1 : ℝ} (h : IsEquilibrium A B p q b rb)
    (h1 : IsEquilibrium A B p q 1 r1) :
    rb = r1 - Real.log b / (p - q) := by
  have hp : 0 < p := hq.trans hpq
  have hpos : 0 < p * A / (q * 1 * B) := by positivity
  have e : p * A / (q * b * B) = p * A / (q * 1 * B) / b := by field_simp
  rw [(isEquilibrium_iff hA hB hq hpq hb rb).1 h,
    (isEquilibrium_iff hA hB hq hpq one_pos r1).1 h1]
  unfold bondLength
  rw [e, Real.log_div hpos.ne' hb.ne', sub_div]

end PaulingBondCurve
```

Subtracting the closed formulas for $b$ and for $1$ leaves

$$r_b = r_1 - \frac{\ln b}{p-q}.$$

Pauling's empirical rule for real bonds has the same logarithmic form, but its bond order counts shared electron pairs and equals 1 for a single bond. Here $b$ is the weight of the attraction, equal to 1 for the dimer, and the relation follows from the assumed energy function. The proof writes the argument of the logarithm as the dimer value divided by $b$ and applies `Real.log_div`.

Two short calculations by hand carry this further. Inserting the length into the energy gives $E_b = E_1\,b^{p/(p-q)}$, so as $b \to 0$ the bond lengthens without limit and its energy tends to zero. In a fit, once the slope has given $p$, the dimer supplies the rest: with $D = -E_1$ and force constant $k = V_1''(r_1) = pqD$, one obtains $q = k/(pD)$, then checks that $q < p$, and finds $A$ and $B$ from $D$ and $r_1$.

```lean
#print axioms PaulingBondCurve.pauling_curve
#print axioms PaulingBondCurve.pauling_bond_length
```

```
'PaulingBondCurve.pauling_curve' depends on axioms: [propext, Classical.choice, Quot.sound]
'PaulingBondCurve.pauling_bond_length' depends on axioms: [propext, Classical.choice, Quot.sound]
```
